# Two orthonormal orbitals under a positive semidefinite interaction: pair energies \(C\pm K\) with \(K\ge 0\)

## Does the exchange integral always favour the antisymmetric state?

Take two sites with a repulsion \(U>0\) that acts only when both electrons sit on the same site, and the orbitals \(a=(1,1)/\sqrt2\) and \(b=(1,-1)/\sqrt2\). The antisymmetric spatial state \((a(x)b(y)-b(x)a(y))/\sqrt2\) vanishes at \(x=y\), so its interaction energy is \(0\). The symmetric state, with a plus sign, lives entirely on the doubly occupied sites and has energy \(U\). With \(C=K=U/2\), these are \(C-K\) and \(C+K\).

I know the general formula \(C\pm K\) from Hund exchange, and I usually see \(K\ge0\) quoted along with it. Which property of the interaction gives that sign? Is repulsion enough? I would like a complete derivation, with a proof that a machine has checked.

## Positive semidefiniteness gives the sign; repulsion alone does not

Let \(a,b\) be real orbitals on a finite set of positions, with \(\sum_x a(x)^2=\sum_x b(x)^2=1\) and \(\sum_x a(x)b(x)=0\). Let \(V(x,y)=V(y,x)\) be the interaction, and define

\[
\psi_s(x,y)=\frac{a(x)b(y)+s\,b(x)a(y)}{\sqrt2},\qquad s=\pm1,
\]
\[
C(a,b)=\sum_{x,y}V(x,y)\,a(x)^2b(y)^2,\qquad
K=\sum_{x,y}V(x,y)\,a(x)b(x)\,a(y)b(y).
\]

Multiplying out the matrix element between signs \(s\) and \(t\) gives

\[
\sum_{x,y}V(x,y)\,\psi_s(x,y)\,\psi_t(x,y)=\tfrac12C(a,b)+\tfrac{st}{2}C(b,a)+\tfrac{s+t}{2}K .
\]

Renaming \(x\leftrightarrow y\) and using the symmetry of \(V\) gives \(C(b,a)=C(a,b)=C\). For \(t=s\) and \(s^2=1\) the energy is therefore \(C+sK\). For \(s=1,\ t=-1\) the matrix element is \(\tfrac12C-\tfrac12C+0=0\), so the interaction does not mix the two states.

The norms come from the same expansion with \(V=1\). Then \(C(a,b)=C(b,a)=1\) and \(K=\big(\sum_x a(x)b(x)\big)^2=0\), so the inner product is \((1+st)/2\). This is \(1\) for equal signs and \(0\) for opposite signs.

For the sign of \(K\), suppose that \(\sum_{x,y}V(x,y)f(x)f(y)\ge0\) for every real \(f\). Choosing \(f(x)=a(x)b(x)\) gives \(K\ge0\). Physically, the condition says that no charge distribution, whatever its signs, has negative electrostatic self-energy. If the form is strictly positive for \(f\ne0\), then \(K>0\) exactly when \(a(x)b(x)\neq0\) at some position.

Pointwise repulsion, \(V(x,y)\ge0\), gives a different bound: \(C-K=\sum_{x,y}V(x,y)\,\psi_{-1}(x,y)^2\ge0\), so \(K\le C\). It does not fix the sign of \(K\). On two sites with unit repulsion between different sites only, take \(a=(3/5,4/5)\) and \(b=(4/5,-3/5)\). Then \(ab=(12/25,-12/25)\) and \(K=-2(12/25)^2=-288/625\), which puts the antisymmetric state higher.

### What the Lean statements say

The positions form a finite type `X`, an orbital is a function `X → ℝ`, and a two-electron spatial wavefunction is a function `X → X → ℝ`. `OrthonormalPair a b` holds the three orthonormality conditions, `overlap` is the inner product, and `interaction V φ ψ` is the matrix element of multiplication by \(V(x,y)\). `coulomb` and `exchange` are \(C\) and \(K\), and `pairState s a b` is \(\psi_s\) with its factor \(1/\sqrt2\).

The main theorem, `hund_exchange`, assumes symmetry (`hV`), positive semidefiniteness (`hpsd`) and an orthonormal pair. It concludes that both states have norm one, that their energies are \(C+K\) and \(C-K\), and that \(K\ge0\). The energy formula itself needs only symmetry and \(s^2=1\); orthonormality is what makes it the expectation value in a unit state. `antisymmetric_lower_iff` likewise compares diagonal matrix elements for arbitrary orbitals; when the orbitals are orthonormal, these are the interaction energies of two unit states.

Spin does not appear in the file. For two electrons, the antisymmetric spatial state accompanies the spin triplet and the symmetric one the singlet, so \(2K\) is the singlet–triplet splitting of the interaction energy in this model of two fixed real orbitals, each holding one electron. That is the fixed-orbital exchange argument for Hund's first rule, not a derivation of the rule for a real atom, where orbitals relax and configurations mix. Positive semidefiniteness is a hypothesis here: for a discretised Coulomb kernel it depends on the on-site values and must be checked.

```lean
import Mathlib

open Finset

namespace HundExchange

noncomputable section

variable {X : Type*} [Fintype X]

/-- Two real orbitals on a finite set of positions that are normalised and mutually orthogonal. -/
structure OrthonormalPair (a b : X → ℝ) : Prop where
  norm_left : ∑ x, a x ^ 2 = 1
  norm_right : ∑ x, b x ^ 2 = 1
  orthogonal : ∑ x, a x * b x = 0

/-- The inner product of two real two-electron spatial wavefunctions. -/
def overlap (φ ψ : X → X → ℝ) : ℝ := ∑ x, ∑ y, φ x y * ψ x y

/-- The matrix element of the interaction `V(x,y)` between two real two-electron
spatial wavefunctions. -/
def interaction (V φ ψ : X → X → ℝ) : ℝ := ∑ x, ∑ y, V x y * φ x y * ψ x y

/-- The spatial state `(a(x) b(y) + s b(x) a(y)) / √2`: symmetric under exchange of the electrons
for `s = 1`, antisymmetric for `s = -1`. -/
def pairState (s : ℝ) (a b : X → ℝ) (x y : X) : ℝ :=
  (a x * b y + s * (b x * a y)) / √2

/-- The Coulomb integral `C`: the interaction of the density `a²` with the density `b²`. -/
def coulomb (V : X → X → ℝ) (a b : X → ℝ) : ℝ := ∑ x, ∑ y, V x y * a x ^ 2 * b y ^ 2

/-- The exchange integral `K`: the interaction of the overlap density `ab` with itself. -/
def exchange (V : X → X → ℝ) (a b : X → ℝ) : ℝ :=
  ∑ x, ∑ y, V x y * (a x * b x) * (a y * b y)

/-- For a symmetric interaction the Coulomb integral does not depend on the order of the
orbitals. -/
theorem coulomb_comm {V : X → X → ℝ} (hV : ∀ x y, V x y = V y x) (a b : X → ℝ) :
    coulomb V a b = coulomb V b a := by
  unfold coulomb
  rw [Finset.sum_comm]
  refine Finset.sum_congr rfl fun x _ => Finset.sum_congr rfl fun y _ => ?_
  rw [hV y x]
  ring

/-- The interaction matrix element between the pair states of signs `s` and `t`, expanded in
Coulomb and exchange integrals. -/
theorem interaction_pairState (V : X → X → ℝ) (a b : X → ℝ) (s t : ℝ) :
    interaction V (pairState s a b) (pairState t a b) =
      1 / 2 * coulomb V a b + s * t / 2 * coulomb V b a + (s + t) / 2 * exchange V a b := by
  have h2 : (√2 : ℝ)⁻¹ * (√2 : ℝ)⁻¹ = 1 / 2 := by
    rw [← mul_inv, Real.mul_self_sqrt (by norm_num)]
    norm_num
  simp only [interaction, coulomb, exchange, pairState, Finset.mul_sum,
    ← Finset.sum_add_distrib]
  -- the identity holds term by term
  refine Finset.sum_congr rfl fun x _ => Finset.sum_congr rfl fun y _ => ?_
  linear_combination (V x y * (a x * b y + s * (b x * a y)) *
    (a x * b y + t * (b x * a y))) * h2

/-- For orthonormal orbitals the pair states of signs `s` and `t` have inner product
`(1 + s t) / 2`. -/
theorem overlap_pairState {a b : X → ℝ} (h : OrthonormalPair a b) (s t : ℝ) :
    overlap (pairState s a b) (pairState t a b) = (1 + s * t) / 2 := by
  -- the inner product is the matrix element of the constant interaction 1
  have h1 : overlap (pairState s a b) (pairState t a b) =
      interaction (fun _ _ => 1) (pairState s a b) (pairState t a b) := by
    simp only [overlap, interaction, one_mul]
  have hab : coulomb (fun _ _ => 1) a b = 1 := by
    simp only [coulomb, one_mul]
    rw [← Finset.sum_mul_sum, h.norm_left, h.norm_right, one_mul]
  have hba : coulomb (fun _ _ => 1) b a = 1 := by
    simp only [coulomb, one_mul]
    rw [← Finset.sum_mul_sum, h.norm_left, h.norm_right, one_mul]
  have hK : exchange (fun _ _ => 1) a b = 0 := by
    simp only [exchange, one_mul]
    rw [← Finset.sum_mul_sum, h.orthogonal, zero_mul]
  rw [h1, interaction_pairState, hab, hba, hK]
  ring

/-- For a symmetric interaction and a sign `s = ±1`, the diagonal interaction matrix element of the
pair state is `C + s K`. -/
theorem energy_pairState {V : X → X → ℝ} (hV : ∀ x y, V x y = V y x) (a b : X → ℝ)
    {s : ℝ} (hs : s ^ 2 = 1) :
    interaction V (pairState s a b) (pairState s a b) =
      coulomb V a b + s * exchange V a b := by
  rw [interaction_pairState, coulomb_comm hV b a]
  linear_combination (coulomb V a b / 2) * hs

/-- Hund exchange: for orthonormal real orbitals and a symmetric positive semidefinite interaction,
the symmetric and antisymmetric pair states are normalised, their interaction energies are
`C + K` and `C - K`, and `K` is nonnegative. -/
theorem hund_exchange {V : X → X → ℝ} (hV : ∀ x y, V x y = V y x)
    (hpsd : ∀ f : X → ℝ, 0 ≤ ∑ x, ∑ y, V x y * f x * f y)
    {a b : X → ℝ} (h : OrthonormalPair a b) :
    overlap (pairState 1 a b) (pairState 1 a b) = 1 ∧
    overlap (pairState (-1) a b) (pairState (-1) a b) = 1 ∧
    interaction V (pairState 1 a b) (pairState 1 a b) = coulomb V a b + exchange V a b ∧
    interaction V (pairState (-1) a b) (pairState (-1) a b) =
      coulomb V a b - exchange V a b ∧
    0 ≤ exchange V a b := by
  refine ⟨?_, ?_, ?_, ?_, ?_⟩
  · rw [overlap_pairState h]; norm_num
  · rw [overlap_pairState h]; norm_num
  · rw [energy_pairState hV a b (by norm_num)]; ring
  · rw [energy_pairState hV a b (by norm_num)]; ring
  · -- K is the quadratic form of V at the overlap density
    exact hpsd (fun x => a x * b x)

/-- A symmetric interaction has no matrix element between the symmetric and the antisymmetric
pair state. -/
theorem interaction_no_mixing {V : X → X → ℝ} (hV : ∀ x y, V x y = V y x) (a b : X → ℝ) :
    interaction V (pairState 1 a b) (pairState (-1) a b) = 0 := by
  rw [interaction_pairState, coulomb_comm hV b a]
  ring

/-- For a symmetric positive definite interaction, the diagonal interaction matrix element of the
antisymmetric pair state, taken without normalising the state, is strictly less than that of the
symmetric one exactly when both orbitals are nonzero at some common position. -/
theorem antisymmetric_lower_iff {V : X → X → ℝ} (hV : ∀ x y, V x y = V y x)
    (hpd : ∀ f : X → ℝ, f ≠ 0 → 0 < ∑ x, ∑ y, V x y * f x * f y) (a b : X → ℝ) :
    interaction V (pairState (-1) a b) (pairState (-1) a b) <
      interaction V (pairState 1 a b) (pairState 1 a b) ↔ ∃ x, a x * b x ≠ 0 := by
  rw [energy_pairState hV a b (by norm_num), energy_pairState hV a b (by norm_num)]
  constructor
  · intro hlt
    by_contra hn
    have hz : ∀ x, a x * b x = 0 := fun x => by_contra fun hx => hn ⟨x, hx⟩
    have hK : exchange V a b = 0 := by
      simp only [exchange, hz, mul_zero, Finset.sum_const_zero]
    rw [hK] at hlt
    linarith
  · rintro ⟨x, hx⟩
    have hK : 0 < exchange V a b :=
      hpd (fun x => a x * b x) (fun h0 => hx (congrFun h0 x))
    linarith

/-- For a symmetric interaction that is nonnegative at every pair of positions, the exchange
integral is at most the Coulomb integral. -/
theorem exchange_le_coulomb {V : X → X → ℝ} (hV : ∀ x y, V x y = V y x)
    (hpos : ∀ x y, 0 ≤ V x y) (a b : X → ℝ) : exchange V a b ≤ coulomb V a b := by
  -- C - K is the diagonal matrix element of the antisymmetric pair state
  have hE : 0 ≤ interaction V (pairState (-1) a b) (pairState (-1) a b) := by
    refine Finset.sum_nonneg fun x _ => Finset.sum_nonneg fun y _ => ?_
    rw [mul_assoc]
    exact mul_nonneg (hpos x y) (mul_self_nonneg _)
  rw [energy_pairState hV a b (by norm_num)] at hE
  linarith

/-- On two sites with unit repulsion between different sites and none on the same site, the
orthonormal orbitals `(3/5, 4/5)` and `(4/5, -3/5)` have a negative exchange integral. -/
theorem intersite_exchange_negative :
    OrthonormalPair (![3 / 5, 4 / 5] : Fin 2 → ℝ) ![4 / 5, -3 / 5] ∧
    exchange (fun x y : Fin 2 => if x = y then 0 else 1)
      ![3 / 5, 4 / 5] ![4 / 5, -3 / 5] = -288 / 625 := by
  refine ⟨⟨?_, ?_, ?_⟩, ?_⟩
  · norm_num [Fin.sum_univ_two]
  · norm_num [Fin.sum_univ_two]
  · norm_num [Fin.sum_univ_two]
  · norm_num [exchange, Fin.sum_univ_two]

end

end HundExchange
```

```lean
#print axioms HundExchange.hund_exchange
-- 'HundExchange.hund_exchange' depends on axioms: [propext, Classical.choice, Quot.sound]
#print axioms HundExchange.antisymmetric_lower_iff
-- 'HundExchange.antisymmetric_lower_iff' depends on axioms: [propext, Classical.choice, Quot.sound]
#print axioms HundExchange.exchange_le_coulomb
-- 'HundExchange.exchange_le_coulomb' depends on axioms: [propext, Classical.choice, Quot.sound]
#print axioms HundExchange.intersite_exchange_negative
-- 'HundExchange.intersite_exchange_negative' depends on axioms: [propext, Classical.choice, Quot.sound]
```

### From the expansion to the sign of \(K\)

`interaction_pairState` is the multiplied-out matrix element. Its auxiliary equation `h2` says \((1/\sqrt2)^2=1/2\). The three sums are merged into one double sum, and `linear_combination` then verifies the identity for each pair \((x,y)\).

`coulomb_comm` exchanges the order of summation and applies the symmetry of \(V\). With it, `energy_pairState` reduces the expansion to \(C+sK\), using \(s^2=1\), and `interaction_no_mixing` reduces it to zero for opposite signs. `overlap_pairState` sets the interaction to the constant 1 and factorises each double sum into a product of single sums, where orthonormality supplies the values.

In `hund_exchange` the last claim is `hpsd` applied to `fun x => a x * b x`, the choice \(f=ab\) made above. `antisymmetric_lower_iff` treats two directions: if \(ab\) vanishes everywhere, then \(K=0\) and the two matrix elements coincide; if it is nonzero somewhere, positive definiteness gives \(K>0\). `exchange_le_coulomb` shows that every term in the antisymmetric matrix element \(C-K\) is nonnegative, and `intersite_exchange_negative` evaluates the two-site sums explicitly.
